# For finitely many sites with at least one species each, products of point functions form a basis exactly when every site matrix is invertible

## Sites, species and point functions

A configuration of a substitutional alloy says which species sits on each lattice site, and a cluster expansion writes a property of the configuration, such as its energy, as a linear combination of fixed functions. The question is which choices of site functions can represent every such property, each in only one way.

Let there be finitely many sites $i$. Site $i$ can host $M_i\ge 1$ species, numbered $0,\dots,M_i-1$; a vacancy counts as a species if it is allowed there. The numbers $M_i$ may differ between sublattices. A configuration $s$ has one component $s_i$ per site.

On each site, choose $M_i$ real point functions, also numbered from $0$. Their values form a square matrix $\phi_i$, whose entry $(\phi_i)_{a s_i}$ is the value of point function $a$ on species $s_i$. Rows are functions and columns are species. The functions need not be orthogonal, and none of them has to be constant.

A label $\alpha$ picks one point function $\alpha_i$ on each site, and the cluster function with that label is

$$\Phi_\alpha(s)=\prod_i(\phi_i)_{\alpha_i s_i}.$$

The product runs over all sites. In the usual language of alloy theory, point function $0$ is the constant $1$, and "the cluster" is the set of sites where $\alpha_i\neq 0$. That convention is a special case. There is no averaging over symmetry-equivalent clusters here.

## The determinant criterion and the coefficients

The functions $\Phi_\alpha$ form a basis of all real functions of configuration if and only if $\det\phi_i\neq0$ on every site.

When the determinants are nonzero, the expansion of any function $f$ is explicit:

$$f(s)=\sum_\alpha J_\alpha\,\Phi_\alpha(s),\qquad
J_\alpha=\sum_t f(t)\prod_i(\phi_i^{-1})_{t_i\alpha_i}.$$

Here $t$ runs over all configurations. Only the small site matrices are inverted.

For powers of a site variable, the criterion becomes simpler. Let the variable take the value $x_i(c)$ on species $c$ of site $i$, and use the powers $0,1,\dots,M_i-1$ as point functions, with the zeroth power equal to $1$ even where the variable vanishes. The products are a basis if and only if, on every site, distinct species have distinct values of the variable.

## Choosing site functions in a cluster-expansion code

A code that fits electronic-structure energies of alloys to a cluster expansion may let the user choose the site functions. For a finite cell with fixed species lists, the criterion tests whether the complete set of products is a basis, using one small determinant per site.

Consider a ternary site with a variable equal to $1$ on species $0$ and to $0$ on species $1$ and $2$. Its powers are $1$, $x$ and $x^2$, but $x^2=x$, and nothing built from them can tell species $1$ from species $2$. The values $-1,0,1$ avoid this: the matrix of powers then has determinant $2$.

The formula for $J_\alpha$ also gives a direct check of an implementation. On a cell small enough to enumerate, compute the coefficients from arbitrary values $f(t)$, sum the expansion, and compare with the input. If the code stores species in rows and functions in columns, the determinant is unchanged, but the inverse has to be transposed before it enters the formula.

A fit normally uses a subset of the labels and a sample of the configurations. Any subset of a basis is linearly independent as a set of functions on all configurations, yet its columns in the fitting matrix can still be dependent if the sample is too small or too uniform.

## From site inverses to expansion coefficients

**Factorising the sum.** For any family $A$ of site matrices, write $\Phi^A_\alpha(s)=\prod_i(A_i)_{\alpha_i s_i}$. For two families $A$ and $B$, and labels $\alpha$ and $\beta$,

$$\begin{aligned}
\sum_s\Phi^A_\alpha(s)\,\Phi^B_s(\beta)
&=\sum_s\prod_i(A_i)_{\alpha_i s_i}(B_i)_{s_i\beta_i}\\
&=\prod_i\sum_{c=0}^{M_i-1}(A_i)_{\alpha_i c}(B_i)_{c\beta_i}
=\prod_i(A_iB_i)_{\alpha_i\beta_i}.
\end{aligned}$$

The second equality holds because each $s_i$ runs independently over the species of its own site.

**Identity matrices.** If every site matrix is the identity, the product is $\prod_i\delta_{\alpha_i\beta_i}$. It equals $1$ when $\alpha=\beta$. Otherwise the labels differ on some site, and that factor is zero. The product is therefore $\delta_{\alpha\beta}$.

**Expansion.** Suppose that every $\phi_i$ is invertible. Taking $A_i=\phi_i^{-1}$ and $B_i=\phi_i$ in the factorised sum gives

$$\sum_\alpha\Big(\prod_i(\phi_i^{-1})_{t_i\alpha_i}\Big)\Phi_\alpha(s)=\delta_{ts}.$$

Multiply by $f(t)$ and sum over $t$. The right side becomes $f(s)$, and exchanging the two sums on the left gives the expansion with the coefficients $J_\alpha$.

**Independence by counting.** The expansion shows that the cluster functions span. There are $\prod_iM_i$ of them, one per label. The space of functions of configuration has the same dimension, because there are also $\prod_iM_i$ configurations. A spanning family with as many members as the dimension is linearly independent, so the cluster functions are a basis.

**A singular site.** Conversely, suppose that $\det\phi_{i_0}=0$ on some site $i_0$. Then there are numbers $v_a$, not all zero, with $\sum_a v_a(\phi_{i_0})_{ac}=0$ for every species $c$. Let $\alpha^{(a)}$ be the label that picks function $a$ on site $i_0$ and function $0$ on all other sites. Then

$$\sum_a v_a\Phi_{\alpha^{(a)}}(s)
=\Big(\sum_a v_a(\phi_{i_0})_{a s_{i_0}}\Big)\prod_{i\ne i_0}(\phi_i)_{0s_i}=0$$

for every $s$. The labels $\alpha^{(a)}$ are distinct, so this is a nontrivial relation among cluster functions, and they cannot be a basis. The choice of function $0$ on the other sites uses $M_i\ge1$.

**Powers.** For the powers of $x_i$, the site matrix is a transposed Vandermonde matrix, with determinant

$$\det\phi_i=\prod_{0\le c<d<M_i}\big(x_i(d)-x_i(c)\big).$$

This is nonzero exactly when the values are distinct. For $M_i=1$ the product is empty and equals $1$.

## The Lean source

```lean
import Mathlib

open Matrix

namespace ClusterBasis

noncomputable section

variable {ι : Type*} [Fintype ι] [DecidableEq ι] {M : ι → ℕ}

/-- A configuration puts one of the `M i` species on each site `i`. The same type labels
the choices of one point function per site. -/
abbrev Config (M : ι → ℕ) := ∀ i, Fin (M i)

/-- The cluster function with label `α`: the product over all sites of the chosen point
functions, where `φ i a s` is the value of point function `a` of site `i` on species `s`. -/
def clusterFn (φ : ∀ i, Matrix (Fin (M i)) (Fin (M i)) ℝ) (α s : Config M) : ℝ :=
  ∏ i, φ i (α i) (s i)

/-- The cluster functions form a basis of all real functions of configuration: they are
linearly independent and they span. -/
def IsClusterBasis (φ : ∀ i, Matrix (Fin (M i)) (Fin (M i)) ℝ) : Prop :=
  LinearIndependent ℝ (clusterFn φ) ∧ Submodule.span ℝ (Set.range (clusterFn φ)) = ⊤

/-- Summing `clusterFn A α s * clusterFn B s β` over `s`, which is the configuration in the first
factor and the label in the second, gives the product over all sites of the entries of the matrix
products `A i * B i`. -/
theorem sum_clusterFn_mul (A B : ∀ i, Matrix (Fin (M i)) (Fin (M i)) ℝ) (α β : Config M) :
    ∑ s, clusterFn A α s * clusterFn B s β = clusterFn (fun i => A i * B i) α β := by
  simp only [clusterFn, Matrix.mul_apply, Finset.prod_univ_sum, Fintype.piFinset_univ,
    Finset.prod_mul_distrib]

omit [DecidableEq ι] in
/-- If the point functions of every site are the indicators of its species, the cluster
functions are the indicators of the configurations. -/
theorem clusterFn_one (α β : Config M) :
    clusterFn (fun i => (1 : Matrix (Fin (M i)) (Fin (M i)) ℝ)) α β
      = if α = β then 1 else 0 := by
  by_cases h : α = β
  · subst h
    simp [clusterFn]
  · obtain ⟨i, hi⟩ := Function.ne_iff.mp h
    rw [if_neg h]
    exact Finset.prod_eq_zero (Finset.mem_univ i) (Matrix.one_apply_ne hi)

/-- If the point-function matrix of every site is invertible, every function of configuration
is a cluster expansion whose coefficients are computed from the inverse site matrices. -/
theorem cluster_expansion (φ : ∀ i, Matrix (Fin (M i)) (Fin (M i)) ℝ)
    (h : ∀ i, (φ i).det ≠ 0) (f : Config M → ℝ) (s : Config M) :
    f s = ∑ α, (∑ t, f t * clusterFn (fun i => (φ i)⁻¹) t α) * clusterFn φ α s := by
  have e : (fun i => (φ i)⁻¹ * φ i)
      = fun i => (1 : Matrix (Fin (M i)) (Fin (M i)) ℝ) :=
    funext fun i => Matrix.nonsing_inv_mul _ (isUnit_iff_ne_zero.mpr (h i))
  -- completeness: the inverse matrices resolve the identity on configurations
  have key : ∀ t, ∑ α, clusterFn (fun i => (φ i)⁻¹) t α * clusterFn φ α s
      = if t = s then 1 else 0 := by
    intro t
    rw [sum_clusterFn_mul, e, clusterFn_one]
  symm
  simp_rw [Finset.sum_mul]
  rw [Finset.sum_comm]
  simp_rw [mul_assoc, ← Finset.mul_sum, key]
  simp

/-- If every site has at least one species and the cluster functions are linearly independent,
then the point-function matrix of every site is invertible. -/
theorem det_ne_zero_of_linearIndependent (hM : ∀ i, 0 < M i)
    (φ : ∀ i, Matrix (Fin (M i)) (Fin (M i)) ℝ)
    (hli : LinearIndependent ℝ (clusterFn φ)) (i₀ : ι) : (φ i₀).det ≠ 0 := by
  intro hdet
  -- a singular site matrix gives a linear relation between the point functions of that site
  obtain ⟨v, hv, hv0⟩ := Matrix.exists_vecMul_eq_zero_iff.mpr hdet
  let α₀ : Config M := fun i => ⟨0, hM i⟩
  -- vary the point function on the site `i₀` only
  have hfac : ∀ (a : Fin (M i₀)) (s : Config M),
      clusterFn φ (Function.update α₀ i₀ a) s
        = φ i₀ a (s i₀) * ∏ i ∈ Finset.univ.erase i₀, φ i (α₀ i) (s i) := by
    intro a s
    unfold clusterFn
    rw [← Finset.mul_prod_erase Finset.univ _ (Finset.mem_univ i₀), Function.update_self]
    congr 1
    refine Finset.prod_congr rfl fun i hi => ?_
    rw [Function.update_of_ne (Finset.ne_of_mem_erase hi)]
  have hsub := hli.comp (fun a => Function.update α₀ i₀ a) (Function.update_injective α₀ i₀)
  refine hv (funext fun a => Fintype.linearIndependent_iff.mp hsub v ?_ a)
  -- the relation on one site carries over to the cluster functions
  funext s
  have hz : ∑ a, v a * φ i₀ a (s i₀) = 0 := congrFun hv0 (s i₀)
  simp only [Finset.sum_apply, Pi.smul_apply, Function.comp_apply, smul_eq_mul,
    Pi.zero_apply, hfac]
  simp_rw [← mul_assoc]
  rw [← Finset.sum_mul, hz, zero_mul]

/-- On finitely many sites with at least one species each, the products of one point function
per site form a basis of all functions of configuration if and only if the point-function
matrix of every site is invertible. -/
theorem isClusterBasis_iff (hM : ∀ i, 0 < M i)
    (φ : ∀ i, Matrix (Fin (M i)) (Fin (M i)) ℝ) :
    IsClusterBasis φ ↔ ∀ i, (φ i).det ≠ 0 := by
  constructor
  · intro h
    exact det_ne_zero_of_linearIndependent hM φ h.1
  · intro h
    -- the explicit expansion shows that the cluster functions span
    have hspan : ⊤ ≤ Submodule.span ℝ (Set.range (clusterFn φ)) := by
      intro f _
      have hf : f = ∑ α, (∑ t, f t * clusterFn (fun i => (φ i)⁻¹) t α) • clusterFn φ α := by
        funext s
        simp only [Finset.sum_apply, Pi.smul_apply, smul_eq_mul]
        exact cluster_expansion φ h f s
      rw [hf]
      exact Submodule.sum_mem _ fun α _ =>
        Submodule.smul_mem _ _ (Submodule.subset_span ⟨α, rfl⟩)
    -- they span, and there are as many of them as configurations, so they are independent
    exact ⟨linearIndependent_of_top_le_span_of_card_eq_finrank hspan
      (Module.finrank_fintype_fun_eq_card ℝ).symm, top_le_iff.mp hspan⟩

/-- Point functions given by the powers `0, 1, ..., M i - 1` of a site variable that takes
the value `x i s` on species `s`. -/
def sitePowers (x : ∀ i, Fin (M i) → ℝ) (i : ι) : Matrix (Fin (M i)) (Fin (M i)) ℝ :=
  Matrix.of fun k s => x i s ^ (k : ℕ)

/-- With at least one species on every site, the products of powers of the site variables form
a basis if and only if, on every site, distinct species have distinct values of the variable. -/
theorem sitePowers_isClusterBasis_iff (hM : ∀ i, 0 < M i) (x : ∀ i, Fin (M i) → ℝ) :
    IsClusterBasis (sitePowers x) ↔ ∀ i, Function.Injective (x i) := by
  rw [isClusterBasis_iff hM]
  refine forall_congr' fun i => ?_
  -- the point-function matrix is a transposed Vandermonde matrix
  have e : sitePowers x i = (Matrix.vandermonde (x i))ᵀ := by
    ext k s
    simp [sitePowers, Matrix.vandermonde_apply]
  rw [e, Matrix.det_transpose, Matrix.det_vandermonde_ne_zero_iff]

end

end ClusterBasis
```

```lean
#print axioms ClusterBasis.isClusterBasis_iff
#print axioms ClusterBasis.sitePowers_isClusterBasis_iff
```

```
'ClusterBasis.isClusterBasis_iff' depends on axioms: [propext, Classical.choice, Quot.sound]
'ClusterBasis.sitePowers_isClusterBasis_iff' depends on axioms: [propext, Classical.choice, Quot.sound]
```

## What the theorems say, and where they stop

**Objects.** The finite type `ι` is the set of sites, and `M i` is the number of species on site `i`. `Config M` is the type of configurations; since there are as many point functions as species on each site, it also serves as the type of labels. `φ i a s` is the matrix entry with function `a` in the row and species `s` in the column, and `clusterFn φ α s` is $\Phi_\alpha(s)$. `IsClusterBasis φ` states linear independence and full span over the real numbers.

**Statements.** `isClusterBasis_iff` is the determinant criterion, under the hypothesis `hM` that every site has at least one species. `cluster_expansion` is the explicit formula; it assumes nonzero determinants and does not need `hM`. `sitePowers_isClusterBasis_iff` is the criterion for powers, where `Function.Injective (x i)` says that distinct species have distinct values.

**Proofs.** `sum_clusterFn_mul` is the factorised sum: `Finset.prod_univ_sum` turns the product of site sums into a sum over configurations. `clusterFn_one` treats the identity matrices, and finds the zero factor on a site where the two labels differ. In `cluster_expansion`, the step `key` is the relation with $\delta_{ts}$, and `Finset.sum_comm` exchanges the sums.

`det_ne_zero_of_linearIndependent` argues by contradiction. `Matrix.exists_vecMul_eq_zero_iff` supplies the vector `v`, `Function.update α₀ i₀ a` is the label $\alpha^{(a)}$, and `hfac` pulls out the factor of site `i₀`. Independence of the subfamily `hsub` then forces `v` to vanish, which contradicts its choice.

`isClusterBasis_iff` uses that lemma for one direction. For the other, it reads the expansion as full span and obtains independence from the equality of the number of cluster functions and the dimension. The last theorem identifies the matrix of powers with the transpose of `Matrix.vandermonde (x i)` and applies the known condition for its determinant to be nonzero.

**A site with no species.** Without `hM` the equivalence can fail. Take two sites with $M=(0,2)$, and let both point functions of the second site equal $1$ on both species. There are no configurations and no cluster functions, so the function space is zero and the empty family is a basis of it. The second site matrix is nevertheless singular. In a code, an empty species list should therefore be rejected before the determinants are examined.

**Limits.** The model has finitely many sites, a fixed list of species on each, and real functions that depend on the configuration alone. A working alloy Hamiltonian usually also imposes the symmetry of the lattice and keeps only a small number of clusters. The theorems cover neither step, and they give no bound on the coefficients that are discarded. Nor do they say anything about conditioning. A site matrix can have a nonzero determinant and still be so close to singular that the computed coefficients are useless in floating-point arithmetic.
